# The effective range of a square well from its radius, wave number and scattering length

Let R be the radius of an attractive square well and K the wave number inside it at zero energy. For reduced mass μ and depth V₀, K² = 2μV₀/ħ². The reduced s-wave radial function at zero energy, meaning r times the radial wave function, has inside the well the form

u(r) = A sin(Kr),

with amplitude A. Outside it is

p(r) = 1 − αr,

where α is the inverse scattering length. This normalisation, p(0) = 1, excludes zero scattering length but includes the resonance α = 0. When α ≠ 0, the scattering length a = 1/α is the zero of p. The effective range is

rₑ = 2 ∫₀ᴿ (p² − u²) dr,

with p continued into the well. If u and p agree in value and slope at R, then

rₑ = R − α²R³/3 − α/K²,

and, for α ≠ 0,

rₑ = R − R³/(3a²) − 1/(aK²).

## Setting the range of a model interaction

A code that represents a short-range two-body interaction by a single square well can use the formula to find the effective range that a choice of R and K implies. Matching u and p at R first gives α = K cos(KR)/(KR cos(KR) − sin(KR)), whose denominator vanishes only at the excluded zero scattering length. Near resonance the form in α is the safer one to evaluate, because a diverges there while α passes through zero.

The case KR = π, a = R gives rₑ = (2/3 − 1/π²)R, a reference value for a numerical quadrature. Two further results help when choosing parameters: rₑ = R exactly when α = 0 or αK²R³ = −3, and rₑ < R whenever α > 0.

## From the matching equations to the range

Agreement in value and slope at R means

A sin(KR) = 1 − αR,
AK cos(KR) = −α.

If K were zero, the second equation would give α = 0 and the first would read 0 = 1. So K ≠ 0, and A cos(KR) = −α/K. Squaring and adding gives

A² = (1 − αR)² + α²/K².

Multiplying gives

A² sin(KR) cos(KR) = −α(1 − αR)/K.

The two integrals are

∫₀ᴿ p² dr = R − αR² + α²R³/3,
∫₀ᴿ u² dr = A²R/2 − A² sin(KR) cos(KR)/(2K).

Twice their difference is therefore

rₑ = 2R − 2αR² + 2α²R³/3 − R(1 − αR)² − α²R/K² − α(1 − αR)/K².

Expanding the square cancels the terms in αR², and the terms in α²R/K² cancel as well. What remains is R − α²R³/3 − α/K². Substituting α = 1/a gives the second form.

For the comparison with R, write

rₑ − R = −α(αK²R³ + 3)/(3K²).

This vanishes exactly in the two cases named above, and is negative for α > 0 and R ≥ 0.

## The Lean file

```lean
import Mathlib

open Real

namespace SquareWellEffectiveRange

noncomputable section

/-- Zero-energy radial function inside the well, with amplitude `A` and wave number `K`. -/
def interior (A K r : ℝ) : ℝ := A * sin (K * r)

/-- Zero-energy radial function outside the well, with inverse scattering length `α`,
normalised to one at the origin. -/
def exterior (α r : ℝ) : ℝ := 1 - α * r

/-- The interior and exterior functions agree in value and slope at the radius `R`. -/
def Matched (A K α R : ℝ) : Prop :=
  interior A K R = exterior α R ∧ deriv (interior A K) R = deriv (exterior α) R

/-- The effective range: twice the integral over the well of the squared exterior function
minus the squared radial function `u`. -/
def effectiveRange (α R : ℝ) (u : ℝ → ℝ) : ℝ :=
  2 * ∫ r in (0 : ℝ)..R, (exterior α r ^ 2 - u r ^ 2)

/-- Matching in value and slope, written as two trigonometric equations. -/
theorem matched_iff (A K α R : ℝ) :
    Matched A K α R ↔ A * sin (K * R) = 1 - α * R ∧ A * K * cos (K * R) = -α := by
  have hl : ∀ c : ℝ, HasDerivAt (fun r : ℝ => c * r) c R := fun c => by
    simpa using (hasDerivAt_id R).const_mul c
  have h1 : deriv (interior A K) R = A * K * cos (K * R) := by
    have h : HasDerivAt (interior A K) (A * (cos (K * R) * K)) R :=
      (hl K).sin.const_mul A
    rw [h.deriv]
    ring
  have h2 : deriv (exterior α) R = -α := by
    have h : HasDerivAt (exterior α) (-α) R := (hl α).const_sub 1
    exact h.deriv
  unfold Matched
  rw [h1, h2]
  exact Iff.rfl

/-- The integral of the squared interior function over the well. -/
theorem integral_interior_sq (A R : ℝ) {K : ℝ} (hK : K ≠ 0) :
    ∫ r in (0 : ℝ)..R, interior A K r ^ 2 =
      A ^ 2 * R / 2 - A ^ 2 * sin (K * R) * cos (K * R) / (2 * K) := by
  have hd : ∀ x ∈ Set.uIcc 0 R, HasDerivAt
      (fun r : ℝ => A ^ 2 * (r / 2 - sin (K * r) * cos (K * r) / (2 * K)))
      (interior A K x ^ 2) x := by
    intro x _
    have hl : HasDerivAt (fun r : ℝ => K * r) K x := by
      simpa using (hasDerivAt_id x).const_mul K
    have e : (cos (K * x) * K * cos (K * x) + sin (K * x) * (-sin (K * x) * K)) / (2 * K)
        = (cos (K * x) ^ 2 - sin (K * x) ^ 2) / 2 := by
      rw [div_eq_div_iff (mul_ne_zero two_ne_zero hK) two_ne_zero]
      ring
    refine ((((hasDerivAt_id' x).div_const 2).fun_sub
      ((hl.sin.fun_mul hl.cos).div_const (2 * K))).const_mul (A ^ 2)).congr_deriv ?_
    unfold interior
    linear_combination (-(A ^ 2 / 2)) * sin_sq_add_cos_sq (K * x) - A ^ 2 * e
  have hc : Continuous (fun r => interior A K r ^ 2) := by
    unfold interior
    fun_prop
  rw [intervalIntegral.integral_eq_sub_of_hasDerivAt hd (hc.intervalIntegrable _ _)]
  simp only [mul_zero, sin_zero]
  ring

/-- The integral of the squared exterior function, continued into the well. -/
theorem integral_exterior_sq (α R : ℝ) :
    ∫ r in (0 : ℝ)..R, exterior α r ^ 2 = R - α * R ^ 2 + α ^ 2 * R ^ 3 / 3 := by
  have hd : ∀ x ∈ Set.uIcc 0 R, HasDerivAt
      (fun r : ℝ => r - α * (r * r) + α ^ 2 * (r * (r * r)) / 3)
      (exterior α x ^ 2) x := by
    intro x _
    have h1 : HasDerivAt (fun r : ℝ => r) 1 x := hasDerivAt_id' x
    have h2 : HasDerivAt (fun r : ℝ => r * r) (1 * x + x * 1) x := h1.fun_mul h1
    have h3 : HasDerivAt (fun r : ℝ => r * (r * r))
        (1 * (x * x) + x * (1 * x + x * 1)) x := h1.fun_mul h2
    refine ((h1.fun_sub (h2.const_mul α)).fun_add
      ((h3.const_mul (α ^ 2)).div_const 3)).congr_deriv ?_
    unfold exterior
    ring
  have hc : Continuous (fun r => exterior α r ^ 2) := by
    unfold exterior
    fun_prop
  rw [intervalIntegral.integral_eq_sub_of_hasDerivAt hd (hc.intervalIntegrable _ _)]
  ring

/-- Matching forces a nonzero interior wave number and fixes the squared amplitude. -/
theorem Matched.amplitude {A K α R : ℝ} (h : Matched A K α R) :
    K ≠ 0 ∧ A ^ 2 = (1 - α * R) ^ 2 + (α / K) ^ 2 := by
  obtain ⟨hs, hc⟩ := (matched_iff A K α R).1 h
  have hK : K ≠ 0 := by
    intro hK
    rw [hK] at hs hc
    simp only [zero_mul, sin_zero, mul_zero] at hs hc
    have hα : α = 0 := by linarith
    rw [hα] at hs
    norm_num at hs
  have hAc : A * cos (K * R) = -α / K := by
    rw [eq_div_iff hK]
    linear_combination hc
  refine ⟨hK, ?_⟩
  -- square and add the two matching equations
  linear_combination (-A ^ 2) * sin_sq_add_cos_sq (K * R)
    + (A * sin (K * R) + (1 - α * R)) * hs + (A * cos (K * R) - α / K) * hAc

/-- Effective range of the square well in terms of the inverse scattering length `α`,
the well radius `R` and the interior wave number `K`. -/
theorem effectiveRange_eq {A K α R : ℝ} (h : Matched A K α R) :
    effectiveRange α R (interior A K) = R - α ^ 2 * R ^ 3 / 3 - α / K ^ 2 := by
  obtain ⟨hK, hA⟩ := h.amplitude
  obtain ⟨hs, hc⟩ := (matched_iff A K α R).1 h
  have hAc : A * cos (K * R) = -α / K := by
    rw [eq_div_iff hK]
    linear_combination hc
  -- the boundary term is the product of the two matching equations
  have hp : A ^ 2 * sin (K * R) * cos (K * R) = (1 - α * R) * (-α / K) := by
    linear_combination (A * cos (K * R)) * hs + (1 - α * R) * hAc
  have c1 : Continuous (fun r => exterior α r ^ 2) := by
    unfold exterior
    fun_prop
  have c2 : Continuous (fun r => interior A K r ^ 2) := by
    unfold interior
    fun_prop
  unfold effectiveRange
  rw [intervalIntegral.integral_sub (c1.intervalIntegrable _ _) (c2.intervalIntegrable _ _),
    integral_exterior_sq, integral_interior_sq A R hK]
  linear_combination (-R) * hA + (1 / K) * hp

/-- Effective range of the square well in terms of the scattering length `a`, the point
where the exterior function vanishes. -/
theorem effectiveRange_eq_scatteringLength {A K α R a : ℝ} (h : Matched A K α R)
    (ha : exterior α a = 0) :
    effectiveRange α R (interior A K) = R - R ^ 3 / (3 * a ^ 2) - 1 / (a * K ^ 2) := by
  unfold exterior at ha
  have ha0 : a ≠ 0 := by
    intro h0
    rw [h0] at ha
    norm_num at ha
  have hα : α = 1 / a := by
    rw [eq_div_iff ha0]
    linarith
  rw [effectiveRange_eq h, hα]
  ring

/-- The effective range equals the well radius exactly when the inverse scattering length
vanishes or satisfies `α K² R³ = -3`. -/
theorem effectiveRange_eq_radius_iff {A K α R : ℝ} (h : Matched A K α R) :
    effectiveRange α R (interior A K) = R ↔ α = 0 ∨ α * K ^ 2 * R ^ 3 = -3 := by
  have hK2 : K ^ 2 ≠ 0 := pow_ne_zero 2 h.amplitude.1
  rw [effectiveRange_eq h]
  constructor
  · intro h1
    have e : α / K ^ 2 * K ^ 2 = α := div_mul_cancel₀ _ hK2
    have h2 : α * (α * K ^ 2 * R ^ 3 + 3) = 0 := by
      linear_combination (-3 * K ^ 2) * h1 - 3 * e
    rcases mul_eq_zero.1 h2 with h3 | h3
    · exact Or.inl h3
    · exact Or.inr (by linarith)
  · rintro (h0 | h3)
    · rw [h0]
      ring
    · have e : α / K ^ 2 = -(α ^ 2 * R ^ 3 / 3) := by
        rw [div_eq_iff hK2]
        linear_combination (α / 3) * h3
      linarith

/-- For a positive inverse scattering length the effective range is smaller than the
well radius. -/
theorem effectiveRange_lt_radius {A K α R : ℝ} (h : Matched A K α R)
    (hR : 0 ≤ R) (hα : 0 < α) : effectiveRange α R (interior A K) < R := by
  have hK := h.amplitude.1
  have h1 : 0 < α / K ^ 2 := by positivity
  have h2 : 0 ≤ α ^ 2 * R ^ 3 / 3 := by positivity
  rw [effectiveRange_eq h]
  linarith

/-- For nonzero `R`, a well with `K R = π`, scattering length `R` and interior amplitude `1/π`
satisfies the matching conditions, and its effective range is `(2/3 - 1/π²) R`. -/
theorem matched_witness {R : ℝ} (hR : R ≠ 0) :
    Matched (1 / π) (π / R) (1 / R) R ∧
      effectiveRange (1 / R) R (interior (1 / π) (π / R)) = (2 / 3 - 1 / π ^ 2) * R := by
  have hπ : π ≠ 0 := pi_ne_zero
  have e1 : π / R * R = π := div_mul_cancel₀ _ hR
  have e2 : 1 / R * R = 1 := div_mul_cancel₀ _ hR
  have hm : Matched (1 / π) (π / R) (1 / R) R := by
    rw [matched_iff]
    constructor
    · rw [e1, e2, sin_pi]
      ring
    · rw [e1, cos_pi]
      field_simp
  refine ⟨hm, ?_⟩
  rw [effectiveRange_eq hm]
  field_simp
  ring

end

end SquareWellEffectiveRange
```

```lean
#print axioms SquareWellEffectiveRange.effectiveRange_eq_scatteringLength
-- 'SquareWellEffectiveRange.effectiveRange_eq_scatteringLength' depends on axioms: [propext, Classical.choice, Quot.sound]
#print axioms SquareWellEffectiveRange.effectiveRange_eq_radius_iff
-- 'SquareWellEffectiveRange.effectiveRange_eq_radius_iff' depends on axioms: [propext, Classical.choice, Quot.sound]
#print axioms SquareWellEffectiveRange.effectiveRange_lt_radius
-- 'SquareWellEffectiveRange.effectiveRange_lt_radius' depends on axioms: [propext, Classical.choice, Quot.sound]
```

## A zero-energy integral under exact matching

In the file, `interior A K` is u and `exterior α` is p. `Matched A K α R` states equality of their values and of their true derivatives at R. `effectiveRange α R u` is the integral for any function `u`, and the theorems apply it to `interior A K`. The main theorem, `effectiveRange_eq`, has matching as its only hypothesis. `effectiveRange_eq_scatteringLength` adds `exterior α a = 0`, which identifies a and forces it to be nonzero.

The proof follows the calculation above. `matched_iff` computes the derivatives and produces the two trigonometric equations. The two integral lemmas differentiate explicit antiderivatives and apply the fundamental theorem of calculus. `Matched.amplitude` proves K ≠ 0 and obtains A² by squaring and adding. `effectiveRange_eq` forms the product `hp`, and its last `linear_combination` inserts A² with weight −R and the product with weight 1/K.

`effectiveRange_eq_radius_iff` and `effectiveRange_lt_radius` then work from the closed formula. `matched_witness` checks the case KR = π with A = 1/π and α = 1/R, so the matching condition can be satisfied for every nonzero R.

The functions u and p are given, not derived from the Schrödinger equation, and K enters as a real parameter without reference to the well depth. The integral is taken as the definition of rₑ; its identification with the coefficient in k cot δ = −1/a + rₑk²/2 + …, where k is the wave number outside the well and δ the s-wave phase shift, belongs to scattering theory and is not proved here. The theorems concern exact real numbers, so rounding and discretisation errors in a code need their own estimate.
